# Plane-wave kinetic matrices over a region: the gradient form is positive semidefinite, the Laplacian form need not be Hermitian

Take two plane waves in one dimension with wave vectors 0 and 1, and let every entry of their overlap matrix be 1. Weighting each entry by the product of its two wave vectors gives the matrix with rows (0, 0) and (0, 1), which is Hermitian with eigenvalues 0 and 1. Weighting by the square of the column's wave vector gives rows (0, 1) and (0, 1), which is not Hermitian: the weight sees only one of the two waves.

In general, plane waves labelled G have real wave vectors q_G with components q_{G,a}. Over a region Ω, such as the interstitial of an augmented-wave method, their overlap is

O(G,H) = ∫_Ω exp(i(q_H − q_G)·r) dr.

Applying a gradient to each wave, or minus the Laplacian to the right-hand wave, gives two kinetic matrices, here without the prefactor 1/2:

K(G,H) = (q_G · q_H) O(G,H)

L(G,H) = |q_H|² O(G,H)

A Hermitian eigensolver expects a Hermitian matrix. For Hermitian O, K always is one, while L is one only under the condition in (c). This concerns the finite plane-wave block alone; contributions from inside the atomic spheres are not included.

In Lean, the finite types `n` and `d` label plane waves and Cartesian components. The integral does not appear: `O` is any complex matrix meeting the stated hypotheses. Positive semidefiniteness stands for the fact that ∫_Ω |ψ|² is never negative.

```lean
import Mathlib

open Matrix
open scoped ComplexOrder

namespace InterstitialKineticMatrix

noncomputable section

variable {n d : Type*} [Fintype n] [Fintype d]
```

K is `gradKinetic`:

```lean
/-- Gradient form of the kinetic matrix: the entry between plane waves `G` and `H` is
`(q_G · q_H) O(G,H)`. -/
def gradKinetic (q : n → d → ℝ) (O : Matrix n n ℂ) : Matrix n n ℂ :=
  Matrix.of fun G H => ((q G ⬝ᵥ q H : ℝ) : ℂ) * O G H
```

L is `lapKinetic`:

```lean
/-- Laplacian form of the kinetic matrix: the entry between plane waves `G` and `H` is
`|q_H|² O(G,H)`. -/
def lapKinetic (q : n → d → ℝ) (O : Matrix n n ℂ) : Matrix n n ℂ :=
  Matrix.of fun G H => ((q H ⬝ᵥ q H : ℝ) : ℂ) * O G H
```

## (a) Energy by Cartesian component

For coefficients x, set y_a(G) = q_{G,a} x_G. Show that, for any O,

x†Kx = Σ_a y_a† O y_a.

**Solution.** Write out the scalar product and regroup, using that the q_{G,a} are real:

x†Kx = Σ_G Σ_H x_G* (Σ_a q_{G,a} q_{H,a}) O(G,H) x_H

= Σ_a Σ_G Σ_H (q_{G,a} x_G)* O(G,H) (q_{H,a} x_H).

In Lean, x†Kx is `star x ⬝ᵥ (gradKinetic q O *ᵥ x)`. The two uses of `Finset.sum_comm` reorder the sums, and `Complex.conj_ofReal` uses the reality of q.

```lean
/-- The gradient-form energy of the coefficients `x` is the sum, over Cartesian components `a`,
of the overlap form evaluated on the coefficients `q_{G,a} x_G`. -/
theorem gradKinetic_energy (q : n → d → ℝ) (O : Matrix n n ℂ) (x : n → ℂ) :
    star x ⬝ᵥ (gradKinetic q O *ᵥ x) =
      ∑ a, star (fun G => (q G a : ℂ) * x G) ⬝ᵥ (O *ᵥ (fun G => (q G a : ℂ) * x G)) := by
  simp only [dotProduct, mulVec, gradKinetic, Matrix.of_apply, Pi.star_apply,
    Complex.ofReal_sum, Complex.ofReal_mul, Finset.mul_sum, Finset.sum_mul]
  symm
  -- move the sum over Cartesian components to the innermost position
  rw [Finset.sum_comm]
  refine Finset.sum_congr rfl fun G _ => ?_
  rw [Finset.sum_comm]
  refine Finset.sum_congr rfl fun H _ => Finset.sum_congr rfl fun a _ => ?_
  simp only [star_mul', Complex.star_def, Complex.conj_ofReal]
  ring
```

## (b) Positivity of the gradient form

Let O be positive semidefinite. Show that K is Hermitian and that

x†Kx ≥ 0 for every x.

**Solution.** Since O is Hermitian,

K(H,G)* = (q_H · q_G) O(H,G)* = (q_G · q_H) O(G,H) = K(G,H).

By (a), x†Kx is a sum of terms y_a† O y_a, each non-negative. `PosSemidef` contains both properties, and the two bullets of the proof treat them in this order.

```lean
/-- For a positive semidefinite overlap matrix, the gradient form of the kinetic matrix is
positive semidefinite. -/
theorem gradKinetic_posSemidef (q : n → d → ℝ) {O : Matrix n n ℂ} (hO : O.PosSemidef) :
    (gradKinetic q O).PosSemidef := by
  apply PosSemidef.of_dotProduct_mulVec_nonneg
  · ext G H
    have h := hO.1.apply G H
    simp only [Complex.star_def] at h
    simp only [gradKinetic, Matrix.of_apply, conjTranspose_apply, star_mul',
      Complex.star_def, Complex.conj_ofReal]
    rw [h, dotProduct_comm (q H) (q G)]
  · intro x
    -- each Cartesian component contributes a non-negative energy
    rw [gradKinetic_energy]
    exact Finset.sum_nonneg fun a _ => hO.dotProduct_mulVec_nonneg _
```

## (c) Hermiticity of the Laplacian form

Let O be Hermitian. Show that L is Hermitian if and only if

|q_G|² = |q_H|² whenever O(G,H) ≠ 0.

**Solution.** The adjoint has entries

L(H,G)* = |q_G|² O(H,G)* = |q_G|² O(G,H).

So L = L† means (|q_G|² − |q_H|²) O(G,H) = 0 for all G and H, which is the criterion. `mul_right_cancel₀` divides out the non-zero overlap; the converse splits on whether O(G,H) vanishes.

```lean
omit [Fintype n] in
/-- For a Hermitian overlap matrix, the Laplacian form is Hermitian if and only if any two plane
waves with non-zero overlap entry have equal `|q|²`. -/
theorem lapKinetic_isHermitian_iff (q : n → d → ℝ) {O : Matrix n n ℂ} (hO : O.IsHermitian) :
    (lapKinetic q O).IsHermitian ↔ ∀ G H, O G H ≠ 0 → q G ⬝ᵥ q G = q H ⬝ᵥ q H := by
  constructor
  · intro h G H hne
    have h1 := h.apply G H
    have h2 := hO.apply G H
    simp only [Complex.star_def] at h2
    simp only [lapKinetic, Matrix.of_apply, star_mul', Complex.star_def,
      Complex.conj_ofReal] at h1
    rw [h2] at h1
    -- cancel the non-zero overlap entry
    exact Complex.ofReal_injective (mul_right_cancel₀ hne h1)
  · intro h
    ext G H
    have h2 := hO.apply G H
    simp only [Complex.star_def] at h2
    simp only [lapKinetic, Matrix.of_apply, conjTranspose_apply, star_mul',
      Complex.star_def, Complex.conj_ofReal]
    rw [h2]
    by_cases h0 : O G H = 0
    · simp [h0]
    · rw [h G H h0]
```

## (d) Both forms under one hypothesis

For positive semidefinite O, show that (b) and (c) hold together. What do they say for one component?

**Solution.** A positive semidefinite matrix is Hermitian (`hO.1`), so both parts apply. With one component, the matrix q_G q_H O(G,H) is positive semidefinite, while q_H² O(G,H) is Hermitian exactly when q_G = ±q_H for every non-zero O(G,H).

```lean
/-- For a positive semidefinite overlap matrix, the gradient form is positive semidefinite, while
the Laplacian form is Hermitian exactly when `|q_G|² = |q_H|²` whenever `O(G,H)` is non-zero. -/
theorem kinetic_forms (q : n → d → ℝ) {O : Matrix n n ℂ} (hO : O.PosSemidef) :
    (gradKinetic q O).PosSemidef ∧
      ((lapKinetic q O).IsHermitian ↔
        ∀ G H, O G H ≠ 0 → q G ⬝ᵥ q G = q H ⬝ᵥ q H) :=
  ⟨gradKinetic_posSemidef q hO, lapKinetic_isHermitian_iff q hO.1⟩
```

## (e) What symmetrising adds

For Hermitian O, show that

(L + L†)(G,H) = 2K(G,H) + |q_G − q_H|² O(G,H).

**Solution.** By (c), the left side is (|q_G|² + |q_H|²) O(G,H). Insert

|q_G|² + |q_H|² = 2 q_G · q_H + |q_G − q_H|².

The proof establishes this expansion as `e` and substitutes it.

```lean
omit [Fintype n] in
/-- The Laplacian form plus its adjoint equals twice the gradient form plus the matrix
`|q_G - q_H|² O(G,H)`. -/
theorem lapKinetic_add_adjoint (q : n → d → ℝ) {O : Matrix n n ℂ} (hO : O.IsHermitian)
    (G H : n) :
    (lapKinetic q O + (lapKinetic q O)ᴴ) G H =
      2 * gradKinetic q O G H + (((q G - q H) ⬝ᵥ (q G - q H) : ℝ) : ℂ) * O G H := by
  have h2 := hO.apply G H
  simp only [Complex.star_def] at h2
  have e : (q G - q H) ⬝ᵥ (q G - q H) =
      q G ⬝ᵥ q G + q H ⬝ᵥ q H - 2 * (q G ⬝ᵥ q H) := by
    rw [sub_dotProduct, dotProduct_sub, dotProduct_sub, dotProduct_comm (q H) (q G)]
    ring
  simp only [lapKinetic, gradKinetic, Matrix.add_apply, Matrix.of_apply, conjTranspose_apply,
    star_mul', Complex.star_def, Complex.conj_ofReal]
  rw [h2, e]
  push_cast
  ring
```

## (f) States of zero gradient energy

Let O be positive definite, meaning that no non-zero combination of the waves has zero norm on Ω. Show that

x†Kx = 0 if and only if q_G = 0 whenever x_G ≠ 0.

**Solution.** If the sum in (a) vanishes, so does each of its non-negative terms. Definiteness then gives y_a = 0, so q_{G,a} x_G = 0 for all a and G. Conversely, the condition makes every y_a zero. `Finset.sum_eq_zero_iff_of_nonneg` supplies the term-by-term step.

```lean
/-- For a positive definite overlap matrix, the gradient-form energy vanishes if and only if every
plane wave with non-zero coefficient has zero wave vector. -/
theorem gradKinetic_energy_eq_zero_iff (q : n → d → ℝ) {O : Matrix n n ℂ} (hO : O.PosDef)
    (x : n → ℂ) :
    star x ⬝ᵥ (gradKinetic q O *ᵥ x) = 0 ↔ ∀ G, x G ≠ 0 → q G = 0 := by
  rw [gradKinetic_energy]
  constructor
  · intro h G hx
    funext a
    -- a vanishing sum of non-negative energies vanishes term by term
    have ha := (Finset.sum_eq_zero_iff_of_nonneg
      (fun a _ => hO.posSemidef.dotProduct_mulVec_nonneg _)).1 h a (Finset.mem_univ a)
    by_contra hq
    change ¬ q G a = 0 at hq
    have hne : (fun G => (q G a : ℂ) * x G) ≠ 0 := fun h0 =>
      (mul_ne_zero (Complex.ofReal_ne_zero.2 hq) hx) (congrFun h0 G)
    exact (hO.dotProduct_mulVec_pos hne).ne' ha
  · intro h
    apply Finset.sum_eq_zero
    intro a _
    have h0 : (fun G => (q G a : ℂ) * x G) = 0 := by
      funext G
      by_cases hx : x G = 0
      · simp [hx]
      · simp [h G hx]
    rw [h0]
    simp
```

## (g) A negative symmetrised energy

For the opening pair, show that O is positive semidefinite and find x with

x†(L + L†)x < 0.

**Solution.** The overlap form is x†Ox = |x₁ + x₂|² ≥ 0. The matrix L + L† has rows (0, 1) and (1, 2), so x = (−2, 1) gives

x†(L + L†)x = 2·(−2)·1 + 2·1² = −2.

Averaging L with its adjoint always gives a Hermitian matrix, but, as this example shows, not always a positive semidefinite one. The all-ones overlap is an idealisation: the volume-normalised limit of a region shrinking to the origin. Lean factors O as a row vector's adjoint times that row, then evaluates the energy at the same x.

```lean
/-- For two plane waves with wave vectors 0 and 1 and the all-ones overlap matrix, the overlap is
positive semidefinite but the Laplacian form plus its adjoint is not. -/
theorem symmetrised_lapKinetic_not_posSemidef :
    (!![1, 1; 1, 1] : Matrix (Fin 2) (Fin 2) ℂ).PosSemidef ∧
      ¬ (lapKinetic (![![0], ![1]] : Fin 2 → Fin 1 → ℝ) !![1, 1; 1, 1] +
        (lapKinetic (![![0], ![1]] : Fin 2 → Fin 1 → ℝ) !![1, 1; 1, 1])ᴴ).PosSemidef := by
  constructor
  · have e : (!![1, 1; 1, 1] : Matrix (Fin 2) (Fin 2) ℂ) =
        (!![1, 1] : Matrix (Fin 1) (Fin 2) ℂ)ᴴ * (!![1, 1] : Matrix (Fin 1) (Fin 2) ℂ) := by
      ext i j
      fin_cases i <;> fin_cases j <;> simp [Matrix.mul_apply]
    rw [e]
    exact posSemidef_conjTranspose_mul_self _
  · intro h
    -- the coefficients (-2, 1) have negative energy
    have h1 := h.dotProduct_mulVec_nonneg ![-2, 1]
    have e : star (![-2, 1] : Fin 2 → ℂ) ⬝ᵥ
        ((lapKinetic (![![0], ![1]] : Fin 2 → Fin 1 → ℝ) !![1, 1; 1, 1] +
          (lapKinetic (![![0], ![1]] : Fin 2 → Fin 1 → ℝ) !![1, 1; 1, 1])ᴴ) *ᵥ
            ![-2, 1]) = -2 := by
      norm_num [lapKinetic, dotProduct, mulVec, Fin.sum_univ_succ, Matrix.add_apply,
        conjTranspose_apply]
      exact map_ofNat (starRingEnd ℂ) 2
    rw [e] at h1
    have h2 := (Complex.le_def.1 h1).1
    norm_num at h2

end

end InterstitialKineticMatrix
```

```lean
#print axioms InterstitialKineticMatrix.kinetic_forms
#print axioms InterstitialKineticMatrix.lapKinetic_add_adjoint
#print axioms InterstitialKineticMatrix.gradKinetic_energy_eq_zero_iff
#print axioms InterstitialKineticMatrix.symmetrised_lapKinetic_not_posSemidef
```

```
'InterstitialKineticMatrix.kinetic_forms' depends on axioms: [propext, Classical.choice, Quot.sound]
'InterstitialKineticMatrix.lapKinetic_add_adjoint' depends on axioms: [propext, Classical.choice, Quot.sound]
'InterstitialKineticMatrix.gradKinetic_energy_eq_zero_iff' depends on axioms: [propext, Classical.choice, Quot.sound]
'InterstitialKineticMatrix.symmetrised_lapKinetic_not_posSemidef' depends on axioms: [propext, Classical.choice, Quot.sound]
```
